# The Landé factor from the commutation relations of $L$, $S$ and $J = L + S$

A formal statement of the Landé formula has to fix what an angular momentum is. Here $L$ and $S$ are any two triples of symmetric operators that satisfy the angular momentum commutation relations, every component of $L$ commutes with every component of $S$, and no representation, basis or dimension is chosen. The quantum numbers enter only as real numbers in eigenvalue equations assumed for one vector.

```lean
import Mathlib

open Complex Matrix
open scoped InnerProductSpace Kronecker

namespace LandeFactor

noncomputable section

variable {A : Type*} [Ring A] [Algebra ℂ A]

/-- Scalar product `U·V = UxVx + UyVy + UzVz` of two operator triples (indices 0, 1, 2 = x, y, z). -/
def dot (U V : Fin 3 → A) : A := ∑ i, U i * V i

/-- Angular momentum relations `[Jx, Jy] = i Jz` and cyclic. -/
def IsAngMom (J : Fin 3 → A) : Prop :=
  ∀ i, J i * J (i + 1) - J (i + 1) * J i = I • J (i + 2)

/-- `V` is a vector operator under `J`: `[Ji, Vk] = i ε_ikl Vl`. -/
structure IsVectorOp (J V : Fin 3 → A) : Prop where
  diag : ∀ i, J i * V i = V i * J i
  cyc : ∀ i, J i * V (i + 1) - V (i + 1) * J i = I • V (i + 2)
  anti : ∀ i, J (i + 1) * V i - V i * J (i + 1) = -(I • V (i + 2))

/-- The sum of two commuting angular momenta is an angular momentum. -/
theorem total_isAngMom {L S : Fin 3 → A} (hL : IsAngMom L) (hS : IsAngMom S)
    (hLS : ∀ i k, L i * S k = S k * L i) : IsAngMom (L + S) := by
  intro i
  simp only [Pi.add_apply, mul_add, add_mul, ← hLS]
  rw [smul_add, ← hL i, ← hS i]
  abel

/-- An angular momentum `S` commuting with `L` is a vector operator under `L + S`. -/
theorem spin_isVectorOp {L S : Fin 3 → A} (hS : IsAngMom S)
    (hLS : ∀ i k, L i * S k = S k * L i) : IsVectorOp (L + S) S := by
  refine ⟨fun i => ?_, fun i => ?_, fun i => ?_⟩
  · simp only [Pi.add_apply, mul_add, add_mul, ← hLS]
  · simp only [Pi.add_apply, mul_add, add_mul, ← hLS]
    rw [← hS i]
    abel
  · simp only [Pi.add_apply, mul_add, add_mul, ← hLS]
    rw [← hS i]
    abel

/-- For a vector operator `V`: `[J², JxVy - JyVx] = 2i (J² Vz - Jz J·V)`. -/
theorem casimir_cross_commutator {J V : Fin 3 → A} (hJ : IsAngMom J) (hV : IsVectorOp J V) :
    dot J J * (J 0 * V 1 - J 1 * V 0) - (J 0 * V 1 - J 1 * V 0) * dot J J
      = (2 * I) • (dot J J * V 2 - J 2 * dot J V) := by
  have sw : ∀ {a b c : A}, a - b = c → b = a - c := fun h => by subst h; abel
  have ctx : ∀ {a b c : A}, a * b = c → ∀ w, a * (b * w) = c * w :=
    fun h w => by rw [← mul_assoc, h]
  -- reordering rules towards the normal order Jx, Jy, Jz, V
  have j10 : J 1 * J 0 = J 0 * J 1 - I • J 2 := sw (hJ 0)
  have j21 : J 2 * J 1 = J 1 * J 2 - I • J 0 := sw (hJ 1)
  have j20 : J 2 * J 0 = I • J 1 + J 0 * J 2 := eq_add_of_sub_eq (hJ 2)
  have v00 := (hV.diag 0).symm
  have v11 := (hV.diag 1).symm
  have v10 : V 1 * J 0 = J 0 * V 1 - I • V 2 := sw (hV.cyc 0)
  have v21 : V 2 * J 1 = J 1 * V 2 - I • V 0 := sw (hV.cyc 1)
  have v02 : V 0 * J 2 = J 2 * V 0 - I • V 1 := sw (hV.cyc 2)
  have v01 : V 0 * J 1 = J 1 * V 0 - -(I • V 2) := sw (hV.anti 0)
  have v12 : V 1 * J 2 = J 2 * V 1 - -(I • V 0) := sw (hV.anti 1)
  have v20 : V 2 * J 0 = J 0 * V 2 - -(I • V 1) := sw (hV.anti 2)
  simp only [dot, Fin.sum_univ_three, mul_add, add_mul, mul_sub, sub_mul, mul_neg, neg_mul,
    mul_assoc, smul_mul_assoc, mul_smul_comm, ctx j10, ctx j21, ctx j20, ctx v00, ctx v11,
    ctx v10, ctx v02, ctx v01, ctx v12, v00, v11, v10, v21, v02, v01, v12, v20]
  module

/-- For commuting `L`, `S` and `J = L + S`: `J·S = (J² + S² - L²)/2`. -/
theorem dot_total_spin {L S : Fin 3 → A} (hLS : ∀ i k, L i * S k = S k * L i) :
    dot (L + S) S = (1 / 2 : ℂ) • (dot (L + S) (L + S) + dot S S - dot L L) := by
  simp only [dot, Fin.sum_univ_three, Pi.add_apply, mul_add, add_mul, ← hLS]
  module

variable {E : Type*} [NormedAddCommGroup E] [InnerProductSpace ℂ E]

/-- Projection theorem, z component: if `J` is an angular momentum with symmetric components,
`u`, `v` share the real `J²` eigenvalue `a` and `Jz u = m u` with `m` real,
then `a ⟨u, Vz v⟩ = m ⟨u, J·V v⟩` for every vector operator `V`. -/
theorem projection {J V : Fin 3 → Module.End ℂ E} (hJ : IsAngMom J) (hV : IsVectorOp J V)
    (hs : ∀ i, (J i).IsSymmetric) {a m : ℝ} {u v : E} (hu : dot J J u = (a : ℂ) • u)
    (hv : dot J J v = (a : ℂ) • v) (hz : J 2 u = (m : ℂ) • u) :
    a * ⟪u, V 2 v⟫_ℂ = m * ⟪u, dot J V v⟫_ℂ := by
  have hs' : ∀ i x y, ⟪J i x, y⟫_ℂ = ⟪x, J i y⟫_ℂ := hs
  have hsq : ∀ x y, ⟪dot J J x, y⟫_ℂ = ⟪x, dot J J y⟫_ℂ := fun x y => by
    simp only [dot, Fin.sum_univ_three, LinearMap.add_apply, Module.End.mul_apply,
      inner_add_left, inner_add_right, hs']
  have l1 : ∀ w, ⟪u, dot J J w⟫_ℂ = a * ⟪u, w⟫_ℂ := fun w => by
    rw [← hsq, hu, inner_smul_left, conj_ofReal]
  have l2 : ∀ w, ⟪u, J 2 w⟫_ℂ = m * ⟪u, w⟫_ℂ := fun w => by
    rw [← hs', hz, inner_smul_left, conj_ofReal]
  -- a commutator with J² has zero matrix element between u and v
  have key := congrArg (fun T : Module.End ℂ E => ⟪u, T v⟫_ℂ) (casimir_cross_commutator hJ hV)
  simp only [LinearMap.sub_apply, Module.End.mul_apply, LinearMap.smul_apply, hv, map_smul,
    inner_sub_right, inner_smul_right, l1, l2] at key
  apply mul_left_cancel₀ (mul_ne_zero (two_ne_zero (α := ℂ)) I_ne_zero)
  linear_combination -key

/-- `L`, `S` are commuting symmetric angular momenta and `v` is a unit vector with eigenvalues
`l(l+1)`, `s(s+1)`, `j(j+1)`, `m` of `L²`, `S²`, `J²`, `Jz`, where `J = L + S`. -/
structure CoupledState (L S : Fin 3 → Module.End ℂ E) (l s j m : ℝ) (v : E) : Prop where
  angL : IsAngMom L
  angS : IsAngMom S
  comm : ∀ i k, L i * S k = S k * L i
  symL : ∀ i, (L i).IsSymmetric
  symS : ∀ i, (S i).IsSymmetric
  unit : ‖v‖ = 1
  L2 : dot L L v = ((l : ℂ) * (l + 1)) • v
  S2 : dot S S v = ((s : ℂ) * (s + 1)) • v
  J2 : dot (L + S) (L + S) v = ((j : ℂ) * (j + 1)) • v
  Jz : (L + S) 2 v = (m : ℂ) • v

/-- The Landé factor. -/
def landeG (l s j : ℝ) : ℝ :=
  1 + (j * (j + 1) + s * (s + 1) - l * (l + 1)) / (2 * (j * (j + 1)))

variable {L S : Fin 3 → Module.End ℂ E} {l s j m : ℝ} {v : E}

/-- In a coupled state with `j > 0`, `⟨Sz⟩ = m (j(j+1) + s(s+1) - l(l+1)) / (2j(j+1))`. -/
theorem spin_expectation (h : CoupledState L S l s j m v) (hj : 0 < j) :
    ⟪v, S 2 v⟫_ℂ = m * (j * (j + 1) + s * (s + 1) - l * (l + 1)) / (2 * (j * (j + 1))) := by
  have one : ⟪v, v⟫_ℂ = 1 := by rw [inner_self_eq_norm_sq_to_K, h.unit]; simp
  have h2 : dot (L + S) (L + S) v = ((j * (j + 1) : ℝ) : ℂ) • v := by push_cast; exact h.J2
  have key := projection (total_isAngMom h.angL h.angS h.comm) (spin_isVectorOp h.angS h.comm)
    (fun i => (h.symL i).add (h.symS i)) h2 h2 h.Jz
  rw [dot_total_spin h.comm] at key
  simp only [LinearMap.smul_apply, LinearMap.sub_apply, LinearMap.add_apply, h.J2, h.S2, h.L2,
    inner_smul_right, inner_sub_right, inner_add_right, one] at key
  have h0 : (2 * (j * (j + 1)) : ℂ) ≠ 0 := by
    exact_mod_cast (by positivity : (2 * (j * (j + 1)) : ℝ) ≠ 0)
  push_cast at key
  rw [eq_div_iff h0]
  linear_combination 2 * key

/-- Expectation of `gL Lz + gS Sz` in a coupled state with `j > 0`, for arbitrary `gL`, `gS`. -/
theorem moment_expectation (h : CoupledState L S l s j m v) (hj : 0 < j) (gL gS : ℝ) :
    ⟪v, ((gL : ℂ) • L 2 + (gS : ℂ) • S 2) v⟫_ℂ
      = m * (gL * (j * (j + 1) + l * (l + 1) - s * (s + 1))
        + gS * (j * (j + 1) + s * (s + 1) - l * (l + 1))) / (2 * (j * (j + 1))) := by
  have one : ⟪v, v⟫_ℂ = 1 := by rw [inner_self_eq_norm_sq_to_K, h.unit]; simp
  have hz : ⟪v, L 2 v⟫_ℂ + ⟪v, S 2 v⟫_ℂ = m := by
    have e : L 2 v + S 2 v = (m : ℂ) • v := h.Jz
    rw [← inner_add_right, e, inner_smul_right, one, mul_one]
  have h0 : (j : ℂ) ≠ 0 := by exact_mod_cast hj.ne'
  have h1 : (j + 1 : ℂ) ≠ 0 := by exact_mod_cast (by positivity : j + 1 ≠ 0)
  simp only [LinearMap.add_apply, LinearMap.smul_apply, inner_add_right, inner_smul_right]
  rw [eq_sub_of_add_eq hz, spin_expectation h hj]
  field_simp
  ring

/-- Landé formula: in a coupled state with `j > 0`, `⟨Lz + 2 Sz⟩ = m g`. -/
theorem lande (h : CoupledState L S l s j m v) (hj : 0 < j) :
    ⟪v, (L 2 + (2 : ℂ) • S 2) v⟫_ℂ = ((m * landeG l s j : ℝ) : ℂ) := by
  have h0 : (j : ℂ) ≠ 0 := by exact_mod_cast hj.ne'
  have h1 : (j + 1 : ℂ) ≠ 0 := by exact_mod_cast (by positivity : j + 1 ≠ 0)
  have e := moment_expectation h hj 1 2
  rw [ofReal_one, ofReal_ofNat, one_smul] at e
  rw [e, landeG]
  push_cast
  field_simp
  ring

/-- In a coupled state with `j > 0`, the expectation of `ζ L·S + b (Lz + 2 Sz)` is
`ζ (j(j+1) - l(l+1) - s(s+1))/2 + b m g`. -/
theorem spinOrbit_zeeman (h : CoupledState L S l s j m v) (hj : 0 < j) (ζ b : ℝ) :
    ⟪v, ((ζ : ℂ) • dot L S + (b : ℂ) • (L 2 + (2 : ℂ) • S 2)) v⟫_ℂ
      = ((ζ * (j * (j + 1) - l * (l + 1) - s * (s + 1)) / 2 + b * m * landeG l s j : ℝ) : ℂ) := by
  have one : ⟪v, v⟫_ℂ = 1 := by rw [inner_self_eq_norm_sq_to_K, h.unit]; simp
  have e : dot L S = dot (L + S) S - dot S S := by
    simp [dot, add_mul, Finset.sum_add_distrib]
  rw [LinearMap.add_apply, inner_add_right, LinearMap.smul_apply, LinearMap.smul_apply,
    inner_smul_right, inner_smul_right, lande h hj, e, dot_total_spin h.comm]
  simp only [LinearMap.smul_apply, LinearMap.sub_apply, LinearMap.add_apply, h.J2, h.S2, h.L2,
    inner_smul_right, inner_sub_right, inner_add_right, one]
  push_cast
  ring

/-- The spin-1/2 matrices. -/
def half : Fin 3 → Matrix (Fin 2) (Fin 2) ℂ :=
  ![!![0, 1 / 2; 1 / 2, 0], !![0, -I / 2; I / 2, 0], !![1 / 2, 0; 0, -1 / 2]]

/-- A matrix acting as an operator on the two-spin space. -/
def op (M : Matrix (Fin 2 × Fin 2) (Fin 2 × Fin 2) ℂ) :
    Module.End ℂ (EuclideanSpace ℂ (Fin 2 × Fin 2)) where
  toFun x := WithLp.toLp 2 (M *ᵥ x.ofLp)
  map_add' x y := by simp [mulVec_add]
  map_smul' c x := by simp [mulVec_smul]

/-- Two spins 1/2, both up, form a coupled state with `l = s = 1/2` and `j = m = 1`. -/
theorem coupledState_witness :
    CoupledState (fun i => op (half i ⊗ₖ 1)) (fun i => op (1 ⊗ₖ half i)) (1 / 2) (1 / 2) 1 1
      (WithLp.toLp 2 fun p => if p = (0, 0) then 1 else 0) := by
  have om : ∀ M N, op M * op N = op (M * N) := fun M N => LinearMap.ext fun x => by simp [op]
  have oa : ∀ M N, op (M + N) = op M + op N :=
    fun M N => LinearMap.ext fun x => by simp [op, add_mulVec]
  have os : ∀ M, op (I • M) = I • op M :=
    fun M => LinearMap.ext fun x => by simp [op, smul_mulVec]
  have sym : ∀ M, Mᴴ = M → (op M).IsSymmetric := fun M hM x y => by
    simp only [op, LinearMap.coe_mk, AddHom.coe_mk, EuclideanSpace.inner_eq_star_dotProduct]
    rw [star_mulVec, hM, dotProduct_comm y.ofLp, dotProduct_comm _ (star x.ofLp),
      dotProduct_mulVec]
  have hk : ∀ i, half i * half (i + 1) = half (i + 1) * half i + I • half (i + 2) := by
    intro i
    ext a b
    fin_cases i <;> fin_cases a <;> fin_cases b <;>
      simp [half, mul_apply, Fin.sum_univ_two, Complex.ext_iff] <;> norm_num
  have hh : ∀ i, (half i)ᴴ = half i := by
    intro i
    ext a b
    fin_cases i <;> fin_cases a <;> fin_cases b <;> simp [half]
  refine ⟨fun i => ?_, fun i => ?_, fun i k => ?_, fun i => sym _ ?_, fun i => sym _ ?_,
    ?_, ?_, ?_, ?_, ?_⟩
  · simp only [om, ← mul_kronecker_mul, mul_one]
    rw [sub_eq_iff_eq_add', hk i, add_kronecker, smul_kronecker, oa, os]
  · simp only [om, ← mul_kronecker_mul, mul_one]
    rw [sub_eq_iff_eq_add', hk i, kronecker_add, kronecker_smul, oa, os]
  · simp only [om, ← mul_kronecker_mul, mul_one, one_mul]
  · rw [conjTranspose_kronecker, hh, conjTranspose_one]
  · rw [conjTranspose_kronecker, hh, conjTranspose_one]
  · simp [EuclideanSpace.norm_eq, Fintype.sum_prod_type, Fin.sum_univ_two]
  all_goals
    ext ⟨a, b⟩
    fin_cases a <;> fin_cases b <;>
      simp [dot, op, half, Fin.sum_univ_three, mulVec, dotProduct, mul_apply, one_apply,
        Fintype.sum_prod_type, Fin.sum_univ_two, Complex.ext_iff]
    all_goals norm_num

end

end LandeFactor
```

```lean
#print axioms LandeFactor.casimir_cross_commutator
-- 'LandeFactor.casimir_cross_commutator' depends on axioms: [propext, Classical.choice, Quot.sound]
#print axioms LandeFactor.spinOrbit_zeeman
-- 'LandeFactor.spinOrbit_zeeman' depends on axioms: [propext, Classical.choice, Quot.sound]
```

## What the statements say

Units have $\hbar = 1$. The indices 0, 1, 2 stand for $x, y, z$ and are added modulo 3, so `L 2` is $L_z$. The upright $\mathrm{i}$ is the imaginary unit `I`. A vector of operators is a map `Fin 3 → A` into a complex algebra `A`, and `dot U V` is $U\cdot V = U_xV_x + U_yV_y + U_zV_z$ with the factors in that order. `IsAngMom J` says $[J_i, J_{i+1}] = \mathrm{i}J_{i+2}$. `IsVectorOp J V` lists the nine relations $[J_i,V_i]=0$, $[J_i,V_{i+1}] = \mathrm{i}V_{i+2}$ and $[J_{i+1},V_i] = -\mathrm{i}V_{i+2}$.

For states, the algebra is that of linear maps on a complex inner product space `E`, whose product $\langle u, w\rangle$ is conjugate-linear in $u$. `CoupledState L S l s j m v` collects the hypotheses: $L$ and $S$ are angular momenta, every $L_i$ commutes with every $S_k$, all six components are symmetric, $\|v\| = 1$, and with $J = L+S$
$$L^2v = l(l+1)v,\quad S^2v = s(s+1)v,\quad J^2v = j(j+1)v,\quad J_zv = mv .$$
For $j>0$ the theorem `lande` gives
$$\langle v,(L_z+2S_z)v\rangle = m g,\qquad g = 1+\frac{j(j+1)+s(s+1)-l(l+1)}{2j(j+1)},$$
where $g$ is `landeG l s j`. The theorem `moment_expectation` treats $g_LL_z+g_SS_z$ with arbitrary real $g_L$, $g_S$. For real $\zeta$ and $b$, `spinOrbit_zeeman` gives
$$\langle v,(\zeta\, L\cdot S + b(L_z+2S_z))v\rangle = \tfrac{\zeta}{2}\bigl(j(j+1)-l(l+1)-s(s+1)\bigr) + b\,m\,g .$$

## The physics encoded

With $\zeta$ the spin-orbit constant and $b$ the Bohr magneton times a field along $z$, the last expression is the familiar weak-field level formula for an atomic term, in the model where $L^2$ and $S^2$ are sharp, $\zeta$ is a number and the spin factor is exactly 2. The theorem concerns an expectation value. The vector $v$ need not be an eigenvector of $L_z+2S_z$, and reading the expectation as a first-order energy shift is perturbation theory, which the file leaves aside.

The numbers $l, s, j, m$ are declared only as reals, restricted by nothing but the hypotheses above. That they are integers or half-integers, and which $j$ occur for given $l$ and $s$, is neither assumed nor derived. The operators are defined on all of `E`, which need be neither finite-dimensional nor complete, so unbounded operators are covered only on a subspace that they map into itself. At $j=0$ the division by zero makes `landeG` return 1, and the hypothesis `0 < j` excludes that case.

## Why it is true

**Addition.** Since $L$ and $S$ commute, $[J_i,J_k] = [L_i,L_k]+[S_i,S_k]$ and $[J_i,S_k] = [S_i,S_k]$. So $J$ is an angular momentum (`total_isAngMom`) and $S$ is a vector operator under $J$ (`spin_isVectorOp`). Both proofs expand the products, use commutation to cancel the mixed terms, and insert the commutation relations: those of $L$ and $S$ in the first, those of $S$ alone in the second.

**A commutator identity.** Let $J$ be an angular momentum and $V$ a vector operator under $J$; both hypotheses are needed. From $[J_i^2,V_k] = J_i[J_i,V_k]+[J_i,V_k]J_i$,
$$[J^2,V_y] = \mathrm{i}(J_xV_z+V_zJ_x) - \mathrm{i}(J_zV_x+V_xJ_z),\qquad [J^2,V_x] = \mathrm{i}(J_zV_y+V_yJ_z) - \mathrm{i}(J_yV_z+V_zJ_y).$$
Moving $V$ to the right with $V_zJ_x = J_xV_z+\mathrm{i}V_y$, $V_xJ_z = J_zV_x-\mathrm{i}V_y$, $V_yJ_z = J_zV_y+\mathrm{i}V_x$ and $V_zJ_y = J_yV_z-\mathrm{i}V_x$ gives
$$[J^2,V_y] = 2\mathrm{i}(J_xV_z-J_zV_x)-2V_y,\qquad [J^2,V_x] = 2\mathrm{i}(J_zV_y-J_yV_z)-2V_x .$$
For $V=J$ both right sides vanish, so $J^2$ commutes with $J_x$ and $J_y$. With $W = J_xV_y-J_yV_x$,
$$[J^2,W] = J_x[J^2,V_y]-J_y[J^2,V_x] = 2\mathrm{i}\bigl((J_x^2+J_y^2)V_z - J_xJ_zV_x - J_yJ_zV_y\bigr) - 2W .$$
The reorderings $J_xJ_z = J_zJ_x-\mathrm{i}J_y$ and $J_yJ_z = J_zJ_y+\mathrm{i}J_x$ produce a term $+2W$ that cancels the last one. Adding and subtracting $J_z^2V_z$ inside the bracket gives
$$[J^2,W] = 2\mathrm{i}\,(J^2V_z - J_z\,J\cdot V).$$
This is `casimir_cross_commutator`. The Lean proof skips the intermediate commutators and brings both sides to the normal order $J_x, J_y, J_z, V$. The rules `j10`, `j21`, `j20` swap two components of $J$, the rules from `v00` to `v20` move a component of $V$ to the right, and `ctx` lets a rule act inside a longer product. After `simp only` has applied them, `module` compares the coefficients of the ordered monomials.

**Projection.** Let $J$ be an angular momentum with symmetric components, let $V$ be a vector operator under $J$, and let $u$ and $v$ satisfy $J^2u = au$, $J^2v = av$ and $J_zu = mu$ with $a$, $m$ real. A sum of squares of symmetric operators is symmetric (`hsq`), so $\langle u,J^2w\rangle = a\langle u,w\rangle$ and $\langle u,J_zw\rangle = m\langle u,w\rangle$ for all $w$ (`l1`, `l2`). The matrix element of the commutator is $a\langle u,Wv\rangle - a\langle u,Wv\rangle = 0$, and that of the right side is $2\mathrm{i}\,(a\langle u,V_zv\rangle - m\langle u,J\cdot V\,v\rangle)$. Hence
$$a\,\langle u,V_zv\rangle = m\,\langle u,J\cdot V\,v\rangle .$$
In `projection`, `key` is the identity taken between $u$ and $v$, and `mul_left_cancel₀` removes the factor $2\mathrm{i}$. The statement is the $z$ component of the projection theorem; it needs no normalisation, allows $a=0$, and does not require $v$ to be an eigenvector of $J_z$. Matrix elements of $V_x$ and $V_y$, and those between different eigenvalues of $J^2$, are not treated.

**The spin part.** Commutation gives $J^2 = L^2+2L\cdot S+S^2$, and $J\cdot S = L\cdot S+S^2$, so $J\cdot S = \tfrac12(J^2+S^2-L^2)$, which is `dot_total_spin`. Setting $V=S$, $u=v$ and $a=j(j+1)$ in the projection formula, with $\langle v,v\rangle=1$,
$$\langle v,S_zv\rangle = m\,\frac{j(j+1)+s(s+1)-l(l+1)}{2j(j+1)} .$$
In `spin_expectation` the three eigenvalue equations `h.J2`, `h.S2`, `h.L2` evaluate $J\cdot S$ on $v$, and `h0` permits the division because $j>0$.

**The moment.** From $\langle v,L_zv\rangle+\langle v,S_zv\rangle = m$, which is `hz` in `moment_expectation`,
$$\langle v,L_zv\rangle = m\,\frac{j(j+1)+l(l+1)-s(s+1)}{2j(j+1)} .$$
Weighting the two expectations with $g_L$ and $g_S$ gives the stated formula. For $g_L=1$ and $g_S=2$ the combined numerator is $3j(j+1)+s(s+1)-l(l+1)$, and splitting off $2j(j+1)$ gives $g$; `lande` checks this with `field_simp` and `ring`. In `spinOrbit_zeeman` the step `e` writes $L\cdot S = J\cdot S-S^2$, which equals $\tfrac12(J^2-L^2-S^2)$, and the eigenvalue equations give the $\zeta$ term.

## An instance

The theorem `coupledState_witness` exhibits a `CoupledState` on $\mathbb{C}^2\otimes\mathbb{C}^2$, written as `EuclideanSpace ℂ (Fin 2 × Fin 2)`. The matrices `half i` are half the Pauli matrices, with index 0 for spin up, and `op` turns a matrix into an operator. Here $L_i$ is `half i ⊗ₖ 1`, $S_i$ is `1 ⊗ₖ half i`, and $v$ is the unit basis vector at `(0, 0)`, both spins up, with $l=s=\tfrac12$ and $j=m=1$. Thus $L$ is a second spin in this example, which the hypotheses allow. The commutators reduce to the $2\times2$ relations `hk`, symmetry reduces to the Hermiticity `hh`, and the eigenvalue equations are checked entry by entry. Inserting the numbers gives $g = 1+\tfrac{2}{4} = \tfrac32$, in agreement with the direct value $\tfrac12+2\cdot\tfrac12$ of $L_z+2S_z$ on this vector.
